# At a broadened two-dimensional M0 point, $\varepsilon_2$ inflects and $\varepsilon_1''$ is minimal at the gap energy

Let $w$ be the photon energy, $E$ the gap energy, $G>0$ the broadening and $A>0$ the amplitude. With $x=w-E$ and $D=x^2+G^2$, define

$$\varepsilon_1=-\tfrac A2\ln D,\qquad \varepsilon_2=A\left(\tfrac{\pi}{2}+\arctan\tfrac xG\right).$$

These are the real and imaginary parts of $-A\log(E-w-iG)$ on the principal branch, a standard model for what a two-dimensional M0 point contributes to the dielectric function. An M0 point is a minimum of the energy difference between a conduction and a valence band, and $E$ is that minimum. Energies are numbers in a fixed unit; changing the unit only adds a constant to $\varepsilon_1$. Primes denote derivatives in $w$.

- $\varepsilon_2$ is strictly increasing and has no local maximum. Its second derivative is positive below $E$, zero only at $E$, and negative above.
- $\varepsilon_1''$ equals $-A/G^2$ at $E$ and is strictly larger at every other energy.
- $(\varepsilon_1'')^2+(\varepsilon_2'')^2=(A/D)^2$, the square of a Lorentzian centred at $E$.

## Locating the gap in a derivative spectrum

A code that fits second-derivative optical spectra can use these formulas to start or check a fit. For a single critical point with exactly this lineshape and constant $A$ and $G$, the gap is the zero crossing of $\varepsilon_2''$ and the minimum of $\varepsilon_1''$. A peak search on $\varepsilon_2$ itself finds nothing. Neighbouring critical points can shift both features, and so can a complex phase factor on the amplitude, which is often fitted to represent excitonic effects and is not included here.

The branch needs care when the lineshape is coded with a complex logarithm. Writing $-A\log(w-E+iG)$ instead shifts $\varepsilon_2$ by $-\pi A$ and makes it negative. All derivatives stay the same, so a test on derivative spectra does not reveal the error.

## From the complex logarithm to the second derivatives

Put $u=x/G$ and $\theta=\pi/2+\arctan u$, so $0<\theta<\pi$. Then
$$\cos\theta=-\frac{u}{\sqrt{1+u^2}},\qquad \sin\theta=\frac1{\sqrt{1+u^2}}.$$
Since $\sqrt D=G\sqrt{1+u^2}$, it follows that $\sqrt D\,e^{-i\theta}=-x-iG=E-w-iG$. The angle $-\theta$ lies in the principal range, so $\log(E-w-iG)=\tfrac12\ln D-i\theta$. Multiplying by $-A$ gives $\varepsilon_1+i\varepsilon_2$.

The first derivatives, using $D'=2x$, are
$$\varepsilon_2'=\frac{A/G}{1+x^2/G^2}=\frac{AG}{D},\qquad \varepsilon_1'=-\frac{Ax}{D}.$$
As $\varepsilon_2'>0$ everywhere, $\varepsilon_2$ is strictly increasing, and a local maximum, which would need zero slope, is impossible. Differentiating again,
$$\varepsilon_2''=-\frac{2AGx}{D^2},\qquad \varepsilon_1''=-\frac{AD-2Ax^2}{D^2}=\frac{A(x^2-G^2)}{D^2}.$$
The sign of $\varepsilon_2''$ is opposite to that of $x$. At $x=0$, $\varepsilon_1''=-A/G^2$, and the excess over this value is
$$\varepsilon_1''+\frac A{G^2}=\frac{A\,x^2(x^2+3G^2)}{G^2D^2},$$
which is positive for $x\ne0$. Finally, $(x^2-G^2)^2+4G^2x^2=D^2$ gives the sum of squares.

## The Lean file

```lean
import Mathlib

open Complex (I)

namespace BroadenedM0Point

noncomputable section

/-- Imaginary part of the dielectric function near a two-dimensional M0 point with
amplitude `A`, gap energy `E` and broadening `G`, at photon energy `w`. -/
def eps2 (A E G w : ℝ) : ℝ := A * (Real.pi / 2 + Real.arctan ((w - E) / G))

/-- Real part of the dielectric function near the same critical point. -/
def eps1 (A E G w : ℝ) : ℝ := -(A / 2) * Real.log ((w - E) ^ 2 + G ^ 2)

/-- The two parts together form the complex logarithmic lineshape
`-A log (E - w - iG)`. -/
theorem complex_lineshape (A E w : ℝ) {G : ℝ} (hG : 0 < G) :
    -(A : ℂ) * Complex.log ((E : ℂ) - w - G * I)
      = (eps1 A E G w : ℂ) + (eps2 A E G w : ℂ) * I := by
  have hs : 0 < √(1 + ((w - E) / G) ^ 2) := Real.sqrt_pos.mpr (by positivity)
  have k1 : ∀ s : ℝ, 0 < s → G * s * (-((w - E) / G / s)) = E - w := by
    intro s hs
    field_simp
    ring
  have k2 : ∀ s : ℝ, 0 < s → G * s * (-(1 / s)) = -G := by
    intro s hs
    field_simp
  -- polar form of the complex detuning
  have hc : G * √(1 + ((w - E) / G) ^ 2)
      * Real.cos (-(Real.pi / 2 + Real.arctan ((w - E) / G))) = E - w := by
    rw [Real.cos_neg, add_comm (Real.pi / 2), Real.cos_add_pi_div_two, Real.sin_arctan]
    exact k1 _ hs
  have hsn : G * √(1 + ((w - E) / G) ^ 2)
      * Real.sin (-(Real.pi / 2 + Real.arctan ((w - E) / G))) = -G := by
    rw [Real.sin_neg, add_comm (Real.pi / 2), Real.sin_add_pi_div_two, Real.cos_arctan]
    exact k2 _ hs
  have hz : ((G * √(1 + ((w - E) / G) ^ 2) : ℝ) : ℂ)
      * (Complex.cos ((-(Real.pi / 2 + Real.arctan ((w - E) / G)) : ℝ) : ℂ)
        + Complex.sin ((-(Real.pi / 2 + Real.arctan ((w - E) / G)) : ℝ) : ℂ) * I)
      = (E : ℂ) - w - G * I := by
    rw [← Complex.ofReal_cos, ← Complex.ofReal_sin, mul_add, ← mul_assoc,
      ← Complex.ofReal_mul, ← Complex.ofReal_mul, hc, hsn]
    push_cast
    ring
  have harg : Complex.arg ((E : ℂ) - w - G * I)
      = -(Real.pi / 2 + Real.arctan ((w - E) / G)) := by
    rw [← hz]
    refine Complex.arg_mul_cos_add_sin_mul_I (mul_pos hG hs) ⟨?_, ?_⟩
    · linarith [Real.arctan_lt_pi_div_two ((w - E) / G)]
    · linarith [Real.neg_pi_div_two_lt_arctan ((w - E) / G), Real.pi_pos]
  -- its modulus gives the real part
  have hn : ‖(E : ℂ) - w - G * I‖ ^ 2 = (w - E) ^ 2 + G ^ 2 := by
    rw [Complex.sq_norm, Complex.normSq_apply]
    simp
    ring
  have hL : Real.log ((w - E) ^ 2 + G ^ 2) = 2 * Real.log ‖(E : ℂ) - w - G * I‖ := by
    rw [← hn, Real.log_pow]
    norm_num
  have hl : Complex.log ((E : ℂ) - w - G * I)
      = (Real.log ‖(E : ℂ) - w - G * I‖ : ℂ)
        + (Complex.arg ((E : ℂ) - w - G * I) : ℂ) * I := rfl
  rw [hl, harg]
  unfold eps1 eps2
  rw [hL]
  push_cast
  ring

/-- The derivative of `(x - E)² + G²` with respect to `x`, at `x = w`, is `2 (w - E)`. -/
theorem hasDerivAt_detuning (E G w : ℝ) :
    HasDerivAt (fun x : ℝ => (x - E) ^ 2 + G ^ 2) (2 * (w - E)) w :=
  ((((hasDerivAt_id' w).sub_const E).fun_pow 2).add_const (G ^ 2)).congr_deriv
    (by norm_num)

/-- The slope of the broadened absorption step is a Lorentzian. -/
theorem hasDerivAt_eps2 (A E w : ℝ) {G : ℝ} (hG : 0 < G) :
    HasDerivAt (eps2 A E G) (A * G / ((w - E) ^ 2 + G ^ 2)) w := by
  have h1 : HasDerivAt (fun x : ℝ => (x - E) / G) (1 / G) w :=
    ((hasDerivAt_id' w).sub_const E).div_const G
  have h2 := (h1.arctan.const_add (Real.pi / 2)).const_mul A
  refine HasDerivAt.congr_deriv (f := eps2 A E G) h2 ?_
  have hD : (w - E) ^ 2 + G ^ 2 ≠ 0 := by positivity
  have e : 1 + ((w - E) / G) ^ 2 = ((w - E) ^ 2 + G ^ 2) / G ^ 2 := by
    rw [div_pow, eq_div_iff (by positivity), add_mul, div_mul_cancel₀ _ (by positivity)]
    ring
  rw [e]
  field_simp

/-- Second derivative of the imaginary part. -/
theorem second_deriv_eps2 (A E w : ℝ) {G : ℝ} (hG : 0 < G) :
    deriv (deriv (eps2 A E G)) w
      = -(2 * A * G * (w - E)) / ((w - E) ^ 2 + G ^ 2) ^ 2 := by
  have h : deriv (eps2 A E G) = fun x => A * G / ((x - E) ^ 2 + G ^ 2) :=
    funext fun x => (hasDerivAt_eps2 A E x hG).deriv
  have hD : (w - E) ^ 2 + G ^ 2 ≠ 0 := by positivity
  rw [h, ((hasDerivAt_const w (A * G)).fun_div (hasDerivAt_detuning E G w) hD).deriv]
  congr 1
  ring

/-- Second derivative of the real part. -/
theorem second_deriv_eps1 (A E w : ℝ) {G : ℝ} (hG : 0 < G) :
    deriv (deriv (eps1 A E G)) w
      = A * ((w - E) ^ 2 - G ^ 2) / ((w - E) ^ 2 + G ^ 2) ^ 2 := by
  have hD : ∀ x : ℝ, (x - E) ^ 2 + G ^ 2 ≠ 0 := fun x => by positivity
  have h : deriv (eps1 A E G) = fun x => -(A * (x - E)) / ((x - E) ^ 2 + G ^ 2) := by
    funext x
    have h1 : HasDerivAt (eps1 A E G) _ x :=
      ((hasDerivAt_detuning E G x).log (hD x)).const_mul (-(A / 2))
    rw [h1.deriv]
    ring
  have hnum : HasDerivAt (fun x : ℝ => -(A * (x - E))) (-(A * 1)) w :=
    (((hasDerivAt_id' w).sub_const E).const_mul A).fun_neg
  rw [h, (hnum.fun_div (hasDerivAt_detuning E G w) (hD w)).deriv]
  congr 1
  ring

/-- The imaginary part rises strictly and has no local maximum; its second derivative
vanishes only at the gap energy, being positive below it and negative above it. -/
theorem eps2_inflection_at_gap {A G : ℝ} (E : ℝ) (hA : 0 < A) (hG : 0 < G) :
    StrictMono (eps2 A E G) ∧ (∀ w, ¬ IsLocalMax (eps2 A E G) w) ∧
    (∀ w, deriv (deriv (eps2 A E G)) w = 0 ↔ w = E) ∧
    (∀ w, w < E → 0 < deriv (deriv (eps2 A E G)) w) ∧
    (∀ w, E < w → deriv (deriv (eps2 A E G)) w < 0) := by
  have hpos : ∀ w, 0 < A * G / ((w - E) ^ 2 + G ^ 2) := fun w => by positivity
  have hAG : 0 < 2 * A * G := by positivity
  have below : ∀ w, w < E → 0 < deriv (deriv (eps2 A E G)) w := by
    intro w hw
    rw [second_deriv_eps2 A E w hG]
    exact div_pos (by nlinarith [mul_pos hAG (sub_pos.mpr hw)]) (by positivity)
  have above : ∀ w, E < w → deriv (deriv (eps2 A E G)) w < 0 := by
    intro w hw
    rw [second_deriv_eps2 A E w hG]
    exact div_neg_of_neg_of_pos (by nlinarith [mul_pos hAG (sub_pos.mpr hw)])
      (by positivity)
  refine ⟨strictMono_of_deriv_pos fun w => ?_, fun w hw => ?_, fun w => ⟨fun h => ?_, ?_⟩,
    below, above⟩
  · rw [(hasDerivAt_eps2 A E w hG).deriv]
    exact hpos w
  · exact (hpos w).ne' (hw.hasDerivAt_eq_zero (hasDerivAt_eps2 A E w hG))
  · rcases lt_trichotomy w E with hw | hw | hw
    · exact absurd h (below w hw).ne'
    · exact hw
    · exact absurd h (above w hw).ne
  · rintro rfl
    rw [second_deriv_eps2 A w w hG]
    simp

/-- The second derivative of the real part takes the value `-A/G²` at the gap energy
and is strictly larger at every other photon energy. -/
theorem second_deriv_eps1_unique_min {A G : ℝ} (E : ℝ) (hA : 0 < A) (hG : 0 < G) :
    deriv (deriv (eps1 A E G)) E = -A / G ^ 2 ∧
    ∀ w, w ≠ E → -A / G ^ 2 < deriv (deriv (eps1 A E G)) w := by
  constructor
  · rw [second_deriv_eps1 A E E hG, div_eq_div_iff (by positivity) (by positivity)]
    ring
  · intro w hw
    have hx : 0 < (w - E) ^ 2 :=
      lt_of_le_of_ne (sq_nonneg _) (Ne.symm (pow_ne_zero 2 (sub_ne_zero.mpr hw)))
    -- this product is the cross-multiplied excess over the minimum
    have key : 0 < A * ((w - E) ^ 2 * ((w - E) ^ 2 + 3 * G ^ 2)) :=
      mul_pos hA (mul_pos hx (by positivity))
    rw [second_deriv_eps1 A E w hG, div_lt_div_iff₀ (by positivity) (by positivity)]
    nlinarith [key]

/-- The squared second derivatives of the real and imaginary parts add up to the
square of a Lorentzian centred at the gap energy. -/
theorem second_deriv_modulus (A E w : ℝ) {G : ℝ} (hG : 0 < G) :
    deriv (deriv (eps1 A E G)) w ^ 2 + deriv (deriv (eps2 A E G)) w ^ 2
      = (A / ((w - E) ^ 2 + G ^ 2)) ^ 2 := by
  rw [second_deriv_eps1 A E w hG, second_deriv_eps2 A E w hG, div_pow, div_pow, div_pow,
    ← add_div, div_eq_div_iff (by positivity) (by positivity)]
  ring

end

end BroadenedM0Point
```

```lean
#print axioms BroadenedM0Point.complex_lineshape
#print axioms BroadenedM0Point.eps2_inflection_at_gap
#print axioms BroadenedM0Point.second_deriv_eps1_unique_min
#print axioms BroadenedM0Point.second_deriv_modulus
```

```
'BroadenedM0Point.complex_lineshape' depends on axioms: [propext, Classical.choice, Quot.sound]
'BroadenedM0Point.eps2_inflection_at_gap' depends on axioms: [propext, Classical.choice, Quot.sound]
'BroadenedM0Point.second_deriv_eps1_unique_min' depends on axioms: [propext, Classical.choice, Quot.sound]
'BroadenedM0Point.second_deriv_modulus' depends on axioms: [propext, Classical.choice, Quot.sound]
```

## What the theorems establish about the lineshape

`eps1` and `eps2` are real functions of `w`, with `A`, `E` and `G` as real parameters. The hypothesis `hG` makes the broadening nonzero, and `G` does not depend on `w`; `hA` gives the absorption step its upward sign. `StrictMono` is strict increase over all real energies, and `¬ IsLocalMax` excludes flat maxima too. The expression `deriv (deriv …)` is the actual iterated derivative. Lean's `deriv` returns zero where no derivative exists, but the zero at `E` is genuine, because the proof computes it from a `HasDerivAt` statement.

`complex_lineshape` builds the polar form and uses the angle's range to identify `Complex.arg`. `hasDerivAt_detuning` supplies $D'=2x$, and `hasDerivAt_eps2` gives the Lorentzian slope. The proofs of `second_deriv_eps2` and `second_deriv_eps1` first establish the derivative as a function, then apply the quotient rule.

In `eps2_inflection_at_gap`, a local maximum would force zero slope, contradicting `hpos`; `lt_trichotomy` splits the energies into below, at and above the gap. In `second_deriv_eps1_unique_min`, `key` is the positive numerator of the excess, and `nlinarith` closes the cross-multiplied inequality. `second_deriv_modulus` puts the squares over a common denominator and finishes with `ring`.

The logarithmic lineshape is assumed, not derived from a band structure. The theorems concern exact real arithmetic, not finite differences on noisy data, and they leave out background terms and any energy dependence of the prefactor.
